# The Weighted Sum of a Center-Charged Polyakov Loop Vanishes for Plaquette Weights and a Finite Gauge Group

Take a gauge field with values in a finite group $G$ on a periodic lattice of $L$ by $T$ sites, and weight each field by a function of its plaquette holonomies alone. If some central element $z$ of $G$ is represented by a scalar $c\neq 1$, the weighted sum of the Polyakov-loop trace is exactly zero.

## A static charge in a periodic time direction

At finite temperature the Euclidean time direction is periodic. The Polyakov loop is the product of the temporal links along one full period at a fixed position. The thermal average of its trace measures the free-energy cost of inserting a static charge there. The number $c$ is the factor by which that charge responds to the center element $z$.

On a finite lattice, center symmetry forces this average to vanish if $c\neq1$ and the weight cannot detect a net winding around the time direction. A weight built from plaquettes has this property. Dynamical charges in the same representation generally spoil it, because their world lines can wind around the lattice too.

For simulations of such finite-group, two-dimensional models without dynamical matter, this gives a known value when $c\neq1$: a sampled loop average that differs from zero by many times its statistical error points to a fault, such as poor sampling of the center sectors or an error in the program.

## Fields, weights and the scalar $c$

Write $V(x,t)$ for the spatial and $W(x,t)$ for the temporal link that starts at site $(x,t)$, with periodic coordinates. The plaquette holonomy and the Polyakov loop are

$$F(x,t)=V(x,t)\,W(x+1,t)\,V(x,t+1)^{-1}\,W(x,t)^{-1},$$
$$P(x)=W(x,0)\,W(x,1)\cdots W(x,T-1).$$

In Lean, a field `U : Config L T G` is the pair of $V$ (`U.1`) and $W$ (`U.2`), and sites are elements of `ZMod L × ZMod T`. Here $T$ counts time steps and is not the temperature. The conditions `[NeZero L]` and `[NeZero T]` ask for at least one site in each direction.

The theorem `polyakov_sq_sum_pos` aside, the weight `w` is any complex function of the whole field $F$. It need not be local, positive or gauge invariant. The Wilson weight, an exponential of summed plaquette traces, is one case. The representation `ρ` is a homomorphism into complex $d$ by $d$ matrices, and `hρ` says $\rho(z)=c\cdot 1$.

The theorem `polyakov_sum_eq_zero` then reads

$$\sum_U w(F)\,\operatorname{tr}\rho(P(x))=0 .$$

The sum is unnormalised. Whenever $Z=\sum_U w(F)$ is nonzero, division by $Z$ gives $\langle\operatorname{tr}\rho(P(x))\rangle=0$. The trace is not divided by $d$, as it often is in textbooks.

The theorems here do not cover $SU(N)$ gauge theory in four dimensions. There the finite sum becomes a Haar integral over the links of a four-dimensional lattice, which also has purely spatial plaquettes.

## Twisting one time slice

Replace $W(x,0)$ by $zW(x,0)$ for every $x$, and leave all other links alone. Multiplying by $z^{-1}$ undoes this, so the twist permutes the fields.

**Plaquettes.** Only those with $t=0$ contain twisted links. Since $z$ commutes with everything,

$$V(x,0)\,zW(x+1,0)\,V(x,1)^{-1}\,W(x,0)^{-1}z^{-1}=z\,F(x,0)\,z^{-1}=F(x,0).$$

**Loops.** The product $P(x)$ contains exactly one link from the slice $t=0$, and it stands first. Hence $P(x)\to zP(x)$, and

$$\operatorname{tr}\rho(zP(x))=\operatorname{tr}\big(c\,\rho(P(x))\big)=c\,\operatorname{tr}\rho(P(x)).$$

**The sum.** Let $S$ be the weighted sum. Relabelling the fields by the twist leaves $S$ unchanged, while each term gains a factor $c$. So $S=cS$, that is $(c-1)S=0$, and $c\neq1$ gives $S=0$.

The same argument applies to $m$ loop traces times $k$ complex conjugate ones. The product gains $c^m\bar c^{\,k}$, so its weighted sum vanishes if this factor differs from 1.

## Two sites and the group $\{1,-1\}$

Take $L=2$, $T=1$, $G=\{1,-1\}$ and $z=c=-1$. The loops are the two temporal links $b_0,b_1$, and both plaquettes equal $b_0b_1$. Let the weight be $3$ if $b_0b_1=1$ and $1/3$ otherwise. The spatial links only contribute a factor 4:

$$\sum_U w\,b_0=4\left(3+\tfrac13-\tfrac13-3\right)=0,\qquad Z=4\left(6+\tfrac23\right)=\tfrac{80}{3}.$$

The two-loop sum is $4(6-\tfrac23)=\tfrac{64}{3}$, so $\langle b_0b_1\rangle=\tfrac45$. The selection rule allows this, since $c^2=1$.

## A scalar $-1$ from a non-central element

Let $G=S_3$, let $\rho$ be the sign representation and let $z$ be a transposition. Then $\rho(z)=-1$, but $z$ is not central. On the lattice with $L=T=1$ the plaquette is the commutator of the two links. Give weight 1 to commuting pairs and 0 to the rest. Each temporal link $b$ then counts with the number of elements that commute with it:

$$\sum_b \operatorname{sgn}(b)\,|C(b)|=6+2\cdot3-3\cdot2=6\neq0,$$

where $C(b)$ is the centralizer of $b$. A scalar $c\neq1$ is therefore not sufficient by itself.

## The Lean code and its lemmas

```lean
import Mathlib

open Matrix

namespace LatticeCenterSymmetry

noncomputable section

/-- A lattice gauge field on the periodic `L` by `T` lattice: the first component holds the
spatial links, the second the temporal links, each labelled by the site where it starts. -/
abbrev Config (L T : ℕ) (G : Type*) :=
  (ZMod L × ZMod T → G) × (ZMod L × ZMod T → G)

variable {L T d : ℕ} {G : Type*} [Group G]

/-- The plaquette holonomy: the ordered product of links around the elementary square whose
lower left corner is the site `p`. -/
def plaquette (U : Config L T G) (p : ZMod L × ZMod T) : G :=
  U.1 p * U.2 (p.1 + 1, p.2) * (U.1 (p.1, p.2 + 1))⁻¹ * (U.2 p)⁻¹

/-- The Polyakov loop at `x`: the ordered product of the temporal links at times
`0, 1, ..., T - 1`. -/
def polyakov (U : Config L T G) (x : ZMod L) : G :=
  ((List.range T).map fun t : ℕ => U.2 (x, (t : ZMod T))).prod

/-- The trace of the Polyakov loop at `x` in the matrix representation `ρ`. -/
def loopTrace (ρ : G →* Matrix (Fin d) (Fin d) ℂ) (U : Config L T G) (x : ZMod L) : ℂ :=
  (ρ (polyakov U x)).trace

/-- The twist by `z`: every temporal link that starts in the time slice `t = 0` is multiplied
by `z` from the left. It is a permutation of the gauge fields. -/
def centerTwist (z : G) : Equiv.Perm (Config L T G) where
  toFun U := (U.1, fun p => if p.2 = 0 then z * U.2 p else U.2 p)
  invFun U := (U.1, fun p => if p.2 = 0 then z⁻¹ * U.2 p else U.2 p)
  left_inv U := Prod.ext rfl (funext fun p => by by_cases h : p.2 = 0 <;> simp [h])
  right_inv U := Prod.ext rfl (funext fun p => by by_cases h : p.2 = 0 <;> simp [h])

/-- The twist by a central element leaves every plaquette holonomy unchanged. -/
theorem plaquette_centerTwist {z : G} (hz : z ∈ Subgroup.center G) (U : Config L T G) :
    plaquette (centerTwist z U) = plaquette U := by
  have hc := Subgroup.mem_center_iff.1 hz
  -- the two factors `z` and `z⁻¹` on opposite sides of the square cancel
  have key : ∀ a b c e : G, a * (z * b) * c⁻¹ * (z * e)⁻¹ = a * b * c⁻¹ * e⁻¹ := by
    intro a b c e
    calc a * (z * b) * c⁻¹ * (z * e)⁻¹ = (a * z) * (b * c⁻¹ * e⁻¹) * z⁻¹ := by group
      _ = (z * a) * (b * c⁻¹ * e⁻¹) * z⁻¹ := by rw [hc a]
      _ = z * (a * b * c⁻¹ * e⁻¹) * z⁻¹ := by group
      _ = (a * b * c⁻¹ * e⁻¹) * z * z⁻¹ := by rw [← hc (a * b * c⁻¹ * e⁻¹)]
      _ = a * b * c⁻¹ * e⁻¹ := mul_inv_cancel_right _ _
  funext p
  by_cases h : p.2 = 0
  · simpa [plaquette, centerTwist, h] using
      key (U.1 p) (U.2 (p.1 + 1, p.2)) (U.1 (p.1, p.2 + 1)) (U.2 p)
  · simp [plaquette, centerTwist, h]

/-- On a lattice with at least one time step, the twist by `z` multiplies every Polyakov loop
by `z` from the left. -/
theorem polyakov_centerTwist [NeZero T] (z : G) (U : Config L T G) (x : ZMod L) :
    polyakov (centerTwist z U) x = z * polyakov U x := by
  obtain ⟨n, rfl⟩ : ∃ n, T = n + 1 := ⟨T - 1, by have := NeZero.ne T; omega⟩
  -- the link at time zero picks up the factor
  have head : (centerTwist z U).2 (x, ((0 : ℕ) : ZMod (n + 1)))
      = z * U.2 (x, ((0 : ℕ) : ZMod (n + 1))) := by
    simp [centerTwist]
  -- all later links are untouched
  have tail : ((List.range n).map Nat.succ).map
        (fun t : ℕ => (centerTwist z U).2 (x, (t : ZMod (n + 1))))
      = ((List.range n).map Nat.succ).map (fun t : ℕ => U.2 (x, (t : ZMod (n + 1)))) := by
    refine List.map_congr_left fun t ht => ?_
    obtain ⟨i, hi, rfl⟩ := List.mem_map.1 ht
    have hne : ((Nat.succ i : ℕ) : ZMod (n + 1)) ≠ 0 := by
      intro h
      have h1 := Nat.le_of_dvd (Nat.succ_pos i)
        ((CharP.cast_eq_zero_iff (ZMod (n + 1)) (n + 1) (Nat.succ i)).1 h)
      have h2 := List.mem_range.1 hi
      omega
    exact if_neg hne
  unfold polyakov
  rw [List.range_succ_eq_map]
  simp only [List.map_cons, List.prod_cons]
  rw [head, tail, mul_assoc]

/-- On a lattice with at least one time step, if `z` is represented by the scalar `c`, the twist by
`z` multiplies the trace of every Polyakov loop by `c`. -/
theorem loopTrace_centerTwist [NeZero T] (ρ : G →* Matrix (Fin d) (Fin d) ℂ) {z : G} {c : ℂ}
    (hρ : ρ z = c • 1) (U : Config L T G) (x : ZMod L) :
    loopTrace ρ (centerTwist z U) x = c * loopTrace ρ U x := by
  unfold loopTrace
  rw [polyakov_centerTwist, map_mul, hρ, smul_mul_assoc, one_mul, trace_smul, smul_eq_mul]

/-- For a finite gauge group and nonzero `L` and `T`: if the weight depends only on the plaquette
holonomies, the weighted sum of any observable that a central twist multiplies by a number `c ≠ 1`
vanishes. -/
theorem charged_sum_eq_zero [NeZero L] [NeZero T] [Fintype G]
    (w : (ZMod L × ZMod T → G) → ℂ) (O : Config L T G → ℂ) {z : G}
    (hz : z ∈ Subgroup.center G) {c : ℂ} (hc : c ≠ 1)
    (hO : ∀ U, O (centerTwist z U) = c * O U) :
    ∑ U : Config L T G, w (plaquette U) * O U = 0 := by
  -- relabelling the gauge fields reproduces the sum, multiplied by `c`
  have h : ∑ U : Config L T G, w (plaquette U) * O U
      = c * ∑ U : Config L T G, w (plaquette U) * O U := by
    calc ∑ U : Config L T G, w (plaquette U) * O U
        = ∑ U : Config L T G, w (plaquette (centerTwist z U)) * O (centerTwist z U) :=
          (Equiv.sum_comp (centerTwist z) (fun U => w (plaquette U) * O U)).symm
      _ = c * ∑ U : Config L T G, w (plaquette U) * O U := by
          rw [Finset.mul_sum]
          refine Finset.sum_congr rfl fun U _ => ?_
          rw [plaquette_centerTwist hz, hO]
          ring
  have h0 : (c - 1) * ∑ U : Config L T G, w (plaquette U) * O U = 0 := by
    linear_combination -h
  exact (mul_eq_zero.1 h0).resolve_left (sub_ne_zero.2 hc)

/-- Center symmetry for a finite gauge group and nonzero `L` and `T`: if the weight depends only on
the plaquette holonomies and a central element is represented by a scalar `c ≠ 1`, the weighted sum
of the Polyakov-loop trace vanishes. -/
theorem polyakov_sum_eq_zero [NeZero L] [NeZero T] [Fintype G]
    (w : (ZMod L × ZMod T → G) → ℂ) (ρ : G →* Matrix (Fin d) (Fin d) ℂ) {z : G}
    (hz : z ∈ Subgroup.center G) {c : ℂ} (hρ : ρ z = c • 1) (hc : c ≠ 1) (x : ZMod L) :
    ∑ U : Config L T G, w (plaquette U) * loopTrace ρ U x = 0 :=
  charged_sum_eq_zero w (fun U => loopTrace ρ U x) hz hc
    fun U => loopTrace_centerTwist ρ hρ U x

/-- Selection rule for correlators, for a finite gauge group and nonzero `L` and `T`: with a
plaquette weight and a central element represented by the scalar `c`, the weighted sum of a product
of `m` Polyakov-loop traces and `k` complex conjugate ones vanishes if `c ^ m * (star c) ^ k ≠ 1`.
-/
theorem polyakov_correlator_eq_zero [NeZero L] [NeZero T] [Fintype G]
    (w : (ZMod L × ZMod T → G) → ℂ) (ρ : G →* Matrix (Fin d) (Fin d) ℂ) {z : G}
    (hz : z ∈ Subgroup.center G) {c : ℂ} (hρ : ρ z = c • 1) {m k : ℕ}
    (hc : c ^ m * (star c) ^ k ≠ 1) (x : Fin m → ZMod L) (y : Fin k → ZMod L) :
    ∑ U : Config L T G, w (plaquette U) *
      ((∏ i, loopTrace ρ U (x i)) * ∏ j, star (loopTrace ρ U (y j))) = 0 := by
  refine charged_sum_eq_zero w
    (fun U => (∏ i, loopTrace ρ U (x i)) * ∏ j, star (loopTrace ρ U (y j))) hz hc fun U => ?_
  simp only [loopTrace_centerTwist ρ hρ, star_mul', Finset.prod_mul_distrib,
    Finset.prod_const, Finset.card_univ, Fintype.card_fin]
  ring

/-- For a finite gauge group, nonzero `L` and `T`, a nonnegative plaquette weight that is positive
when all holonomies are `1`, and a representation of nonzero dimension, the weighted sum of the
squared modulus of the Polyakov-loop trace is strictly positive. -/
theorem polyakov_sq_sum_pos [NeZero L] [NeZero T] [NeZero d] [Fintype G]
    (w : (ZMod L × ZMod T → G) → ℝ) (hw : ∀ F, 0 ≤ w F) (h1 : 0 < w fun _ => 1)
    (ρ : G →* Matrix (Fin d) (Fin d) ℂ) (x : ZMod L) :
    0 < ∑ U : Config L T G, w (plaquette U) * ‖loopTrace ρ U x‖ ^ 2 := by
  refine Finset.sum_pos' (fun U _ => mul_nonneg (hw _) (sq_nonneg _))
    ⟨(fun _ => 1, fun _ => 1), Finset.mem_univ _, ?_⟩
  -- the field with all links equal to one contributes a positive term
  have hp : plaquette ((fun _ => 1, fun _ => 1) : Config L T G) = fun _ => 1 := by
    funext p
    simp [plaquette]
  have ht : loopTrace ρ ((fun _ => 1, fun _ => 1) : Config L T G) x = (d : ℂ) := by
    simp [loopTrace, polyakov]
  have hd : (d : ℂ) ≠ 0 := Nat.cast_ne_zero.2 (NeZero.ne d)
  rw [hp, ht]
  exact mul_pos h1 (pow_pos (norm_pos_iff.2 hd) 2)

/-- The representation of signs times permutations of three objects by signed permutation
matrices. -/
def signedPerm : ℤˣ × Equiv.Perm (Fin 3) →* Matrix (Fin 3) (Fin 3) ℂ where
  toFun g := Matrix.of fun i j => if i = g.2 j then ((g.1 : ℤ) : ℂ) else 0
  map_one' := by
    ext i j
    simp [Matrix.one_apply]
  map_mul' g h := by
    ext i j
    simp [Matrix.mul_apply]

/-- For the representation `signedPerm` of the direct product of the signs `{1, -1}` and the
permutations of three objects, the element `(-1, 1)` is central and is represented by the scalar
`-1`, which differs from `1`. -/
theorem signedPerm_witness :
    ((-1, 1) : ℤˣ × Equiv.Perm (Fin 3)) ∈ Subgroup.center (ℤˣ × Equiv.Perm (Fin 3)) ∧
      signedPerm (-1, 1) = (-1 : ℂ) • 1 ∧ (-1 : ℂ) ≠ 1 := by
  refine ⟨Subgroup.mem_center_iff.2 fun g => Prod.ext (mul_comm _ _) (by simp), ?_, by norm_num⟩
  ext i j
  by_cases h : i = j <;> simp [signedPerm, h]

end

end LatticeCenterSymmetry
```

```lean
#print axioms LatticeCenterSymmetry.polyakov_sum_eq_zero
-- 'LatticeCenterSymmetry.polyakov_sum_eq_zero' depends on axioms: [propext, Classical.choice, Quot.sound]
#print axioms LatticeCenterSymmetry.polyakov_correlator_eq_zero
-- 'LatticeCenterSymmetry.polyakov_correlator_eq_zero' depends on axioms: [propext, Classical.choice, Quot.sound]
#print axioms LatticeCenterSymmetry.polyakov_sq_sum_pos
-- 'LatticeCenterSymmetry.polyakov_sq_sum_pos' depends on axioms: [propext, Classical.choice, Quot.sound]
```

The definition `centerTwist` supplies the twist together with its inverse. In `plaquette_centerTwist`, the identity `key` carries out the cancellation of $z$ and $z^{-1}$, and a case split separates the slice $t=0$ from the others.

For `polyakov_centerTwist`, the list of times is split into 0 and its successors. The step `head` extracts the factor $z$. The step `tail` shows that the later links are untouched, because none of the times $1,\dots,T-1$ is divisible by $T$. Then `loopTrace_centerTwist` turns $z$ into $c$.

The relabelling is `Equiv.sum_comp` inside `charged_sum_eq_zero`, which holds for any observable that gains a factor $c\neq1$. The main theorem and `polyakov_correlator_eq_zero` both apply it.

The theorem `polyakov_sq_sum_pos` shows that the zero comes from cancellation between fields. For a real nonnegative weight that is positive at the trivial plaquette field, and for $d\geq1$, the weighted sum of $|\operatorname{tr}\rho(P(x))|^2$ is strictly positive. The field with all links equal to 1 already contributes $d^2$ times a positive weight.

Finally, `signedPerm_witness` gives a non-abelian group that meets the conditions on $z$, $\rho$ and $c$. The group is the direct product of $\{1,-1\}$ and $S_3$, so each element consists of one overall sign and a permutation.
